# Symmetric traceless single-ion anisotropy reverses sign in the triplet of two spins 1

Two spins 1 have vector operators $S_1$, $S_2$ and total spin $S=S_1+S_2$, with $\hbar=1$. For a real $3\times3$ matrix $D$ and a vector operator $X$ put $Q(D,X)=\sum_{ab}D_{ab}X_aX_b$, and let $P$ project onto the states odd under exchange of the ions, which are the triplet of total spin 1. Then

$$P\,[Q(D,S_1)+Q(D,S_2)]\,P=-P\,Q(D,S)\,P$$

if and only if $D$ is symmetric and traceless. These are the usual conventions for a zero-field-splitting tensor: symmetry makes $Q$ Hermitian, and a trace only shifts an ion's levels together.

## Operators on $\mathbb C^3\otimes\mathbb C^3$

Indices $0,1,2$ stand for $x,y,z$, label both spin components and one-ion basis states, and are summed when repeated. The spin matrices are $(s_a)_{ij}=-\mathrm i\,\epsilon_{aij}$, with $\epsilon$ the Levi-Civita symbol.

```lean
import Mathlib

open Matrix Complex
open scoped Kronecker

namespace SpinOneDimerAnisotropy

noncomputable section

/-- Operators on one spin 1. -/
abbrev Op1 := Matrix (Fin 3) (Fin 3) ℂ

/-- Operators on the pair of spins 1. -/
abbrev Op2 := Matrix (Fin 3 × Fin 3) (Fin 3 × Fin 3) ℂ

/-- The Levi-Civita symbol, `eps a i j = ε_aij`. -/
def eps : Fin 3 → Op1 :=
  ![!![0, 0, 0; 0, 0, 1; 0, -1, 0], !![0, 0, -1; 0, 0, 0; 1, 0, 0],
    !![0, 1, 0; -1, 0, 0; 0, 0, 0]]

/-- Spin-1 matrices in the Cartesian basis, `(s_a)_ij = -i ε_aij`. -/
def spin (a : Fin 3) : Op1 := (-I) • eps a
```

`S1`, `S2`, `Stot` are $s_a\otimes1$, $1\otimes s_a$ and their sum; `quad` is $Q$. All tensors refer to one common set of axes.

```lean
/-- Spin of the first ion. -/
def S1 (a : Fin 3) : Op2 := spin a ⊗ₖ (1 : Op1)

/-- Spin of the second ion. -/
def S2 (a : Fin 3) : Op2 := (1 : Op1) ⊗ₖ spin a

/-- Total spin of the dimer. -/
def Stot (a : Fin 3) : Op2 := S1 a + S2 a

/-- The anisotropy operator `∑ D_ab S_a S_b` of a real tensor `D` and a vector operator `S`. -/
def quad {n : Type} [Fintype n] (D : Matrix (Fin 3) (Fin 3) ℝ) (S : Fin 3 → Matrix n n ℂ) :
    Matrix n n ℂ :=
  ∑ a, ∑ b, (D a b : ℂ) • (S a * S b)
```

$P=(1-\mathrm{swap})/2$. The $9\times3$ matrix $V_{(ij),k}=\epsilon_{kij}$ has unnormalised columns $\sqrt2\,|t_k\rangle$, for example $|t_2\rangle=(|01\rangle-|10\rangle)/\sqrt2$, so for a pair operator $X$, $\langle t_k|X|t_m\rangle=\tfrac12(V^TXV)_{km}$. `cx D` is $D$ with complex entries.

```lean
/-- The operator exchanging the two ions. -/
def swapOp : Op2 := Matrix.of fun p q : Fin 3 × Fin 3 => if p = q.swap then 1 else 0

/-- `P = (1 - swap)/2`, the projector onto swap-antisymmetric states. -/
def P : Op2 := (1 / 2 : ℂ) • (1 - swapOp)

/-- The 9×3 matrix whose `k`-th column is the two-ion state `∑ ε_kij |i⟩|j⟩`. -/
def V : Matrix (Fin 3 × Fin 3) (Fin 3) ℂ := Matrix.of fun p k => eps k p.1 p.2

/-- A real tensor regarded as an operator on `ℂ³`. -/
def cx (D : Matrix (Fin 3) (Fin 3) ℝ) : Op1 := D.map Complex.ofReal
```

## (a) The $s_a$ represent spin 1

Show that the $s_a$ are Hermitian, obey the su(2) commutators and satisfy $s_as_a=2$.

First, $\overline{(s_a)_{ji}}=\mathrm i\epsilon_{aji}=(s_a)_{ij}$. The contraction $\epsilon_{mij}\epsilon_{mkl}=\delta_{ik}\delta_{jl}-\delta_{il}\delta_{jk}$ gives $(s_as_b)_{ij}=\delta_{ab}\delta_{ij}-\delta_{aj}\delta_{bi}$. Hence $[s_a,s_b]_{ij}=\delta_{ai}\delta_{bj}-\delta_{aj}\delta_{bi}=\mathrm i\epsilon_{abc}(s_c)_{ij}$ and $s_as_a=3-1=2$. Lean replaces the contraction by enumerating entries with `fin_cases`, for the three cyclic commutators.

```lean
/-- The matrices `s_a` are Hermitian, obey the su(2) commutators and have `s² = 2`. -/
theorem spin_algebra :
    (∀ a, (spin a)ᴴ = spin a) ∧ spin 0 * spin 1 - spin 1 * spin 0 = I • spin 2 ∧
      spin 1 * spin 2 - spin 2 * spin 1 = I • spin 0 ∧
      spin 2 * spin 0 - spin 0 * spin 2 = I • spin 1 ∧
      ∑ a, spin a * spin a = (2 : ℂ) • (1 : Op1) := by
  refine ⟨fun a => ?_, ?_, ?_, ?_, ?_⟩
  · ext i j
    fin_cases a <;> fin_cases i <;> fin_cases j <;> simp [spin, eps, conjTranspose_apply]
  all_goals
    ext i j
    fin_cases i <;> fin_cases j <;>
      simp [spin, eps, Fin.sum_univ_three] <;> norm_num
```

## (b) Anisotropy of one ion

Evaluate $Q(D,s)$ for arbitrary real $D$.

Contracting the product formula with $D_{ab}$ gives $\operatorname{tr}D\,\delta_{ij}-D_{ji}$, so $Q(D,s)=\operatorname{tr}D-D^T$.

```lean
/-- For one spin 1 in the Cartesian basis, `∑ D_ab s_a s_b = tr D - Dᵀ`. -/
theorem quad_spin (D : Matrix (Fin 3) (Fin 3) ℝ) :
    quad D spin = ((D.trace : ℝ) : ℂ) • (1 : Op1) - (cx D)ᵀ := by
  ext i j
  fin_cases i <;> fin_cases j <;>
    simp [quad, spin, eps, cx, Fin.sum_univ_three, trace_fin_three] <;> ring
```

## (c) $V$ spans the antisymmetric states

Show $P=VV^T/2$, $V^TV=2$, $PV=V$ and $V^TP=V^T$.

The contraction in (a) says $VV^T=1-\mathrm{swap}$, and $\epsilon_{kij}\epsilon_{lij}=2\delta_{kl}$. Then $PV=V(V^TV)/2=V$, and likewise on the left. `hP` and `h2` are the two entrywise checks.

```lean
set_option maxHeartbeats 400000 in
/-- `P = V Vᵀ / 2` and `Vᵀ V = 2`, and `P` leaves `V` and `Vᵀ` unchanged. -/
theorem frame_relations :
    P = (1 / 2 : ℂ) • (V * Vᵀ) ∧ Vᵀ * V = (2 : ℂ) • (1 : Op1) ∧ P * V = V ∧ Vᵀ * P = Vᵀ := by
  have hP : P = (1 / 2 : ℂ) • (V * Vᵀ) := by
    ext ⟨i, j⟩ ⟨k, l⟩
    fin_cases i <;> fin_cases j <;> fin_cases k <;> fin_cases l <;>
      simp [P, V, swapOp, eps, Matrix.mul_apply, Fin.sum_univ_three]
  have h2 : Vᵀ * V = (2 : ℂ) • (1 : Op1) := by
    ext k l
    fin_cases k <;> fin_cases l <;>
      simp [V, eps, Matrix.mul_apply, Fintype.sum_prod_type, Fin.sum_univ_three] <;> norm_num
  refine ⟨hP, h2, ?_, ?_⟩
  · rw [hP, Matrix.smul_mul, Matrix.mul_assoc, h2, Matrix.mul_smul, Matrix.mul_one, smul_smul]
    norm_num
  · rw [hP, Matrix.mul_smul, ← Matrix.mul_assoc, h2, Matrix.smul_mul, Matrix.one_mul, smul_smul]
    norm_num
```

## (d) Total spin acting on $V$

Show $S_aV=Vs_a$ and $S_aS_bV=Vs_as_b$.

$$(S_aV)_{(ij),k}=-\mathrm i(\epsilon_{aim}\epsilon_{kmj}+\epsilon_{ajm}\epsilon_{kim})=-\mathrm i(\delta_{aj}\delta_{ik}-\delta_{ai}\delta_{jk}),$$

since the terms $\mp\delta_{ak}\delta_{ij}$ cancel, and $(Vs_a)_{(ij),k}=-\mathrm i\epsilon_{mij}\epsilon_{mka}$ contracts to the same expression. Applying the relation twice, as `h b` then `h a`, gives the product.

```lean
set_option maxHeartbeats 400000 in
/-- On the columns of `V` the total spin acts by the spin-1 matrices: `S_a V = V s_a` and
`S_a S_b V = V s_a s_b`. -/
theorem total_intertwine :
    (∀ a, Stot a * V = V * spin a) ∧ ∀ a b, Stot a * Stot b * V = V * (spin a * spin b) := by
  have h : ∀ a, Stot a * V = V * spin a := by
    intro a
    ext ⟨i, j⟩ k
    simp [Stot, S1, S2, V, Matrix.mul_apply, Fintype.sum_prod_type, Matrix.one_apply, add_mul,
      Finset.sum_add_distrib]
    fin_cases a <;> fin_cases i <;> fin_cases j <;> fin_cases k <;>
      simp [spin, eps, Fin.sum_univ_three]
  refine ⟨h, fun a b => ?_⟩
  rw [Matrix.mul_assoc, h b, ← Matrix.mul_assoc (Stot a), h a, Matrix.mul_assoc]
```

## (e) Antisymmetric states have total spin 1

Show $P^2=P$ and $S^2P=2P$.

$P^2=PVV^T/2=P$ by (c). By (d) and (a), $S^2V=2V$ (`hV`); multiply by $V^T/2$. The theorem states this direction only. The converse also holds: the total-spin-1 states of two spins 1 form a three-dimensional space, and so do the antisymmetric states, so the two spaces coincide.

```lean
/-- `P` is idempotent and `S² P = 2 P`: the swap-antisymmetric states have total spin 1. -/
theorem antisym_is_triplet : P * P = P ∧ (∑ a, Stot a * Stot a) * P = (2 : ℂ) • P := by
  obtain ⟨hP, -, hPV, -⟩ := frame_relations
  have hV : (∑ a, Stot a * Stot a) * V = (2 : ℂ) • V := by
    rw [Matrix.sum_mul]
    simp only [total_intertwine.2]
    rw [← Matrix.mul_sum, spin_algebra.2.2.2.2, Matrix.mul_smul, Matrix.mul_one]
  constructor
  · calc P * P = P * ((1 / 2 : ℂ) • (V * Vᵀ)) := by rw [← hP]
      _ = (1 / 2 : ℂ) • (V * Vᵀ) := by rw [Matrix.mul_smul, ← Matrix.mul_assoc, hPV]
      _ = P := hP.symm
  · rw [hP, Matrix.mul_smul, ← Matrix.mul_assoc, hV, Matrix.smul_mul, smul_comm]
```

## (f) One ion between triplet states

Find $V^TQ(D,S_1)V$ and $V^TQ(D,S_2)V$.

For any one-ion operator $M$, $\epsilon_{kij}M_{il}\epsilon_{mlj}=\operatorname{tr}M\,\delta_{km}-M_{mk}$, and the same holds for $1\otimes M$; this is `k`. Now $Q(D,S_1)=M\otimes1$ and $Q(D,S_2)=1\otimes M$ (`e1`, `e2`) with $M=\operatorname{tr}D-D^T$ and $\operatorname{tr}M=2\operatorname{tr}D$. Both matrices equal $\operatorname{tr}M-M^T=\operatorname{tr}D+D$, or $\tfrac12(\operatorname{tr}D+D)$ between the $|t_k\rangle$.

```lean
set_option maxHeartbeats 400000 in
/-- Between the columns of `V`, the anisotropy operator of either ion has matrix `tr D + D`. -/
theorem local_in_frame (D : Matrix (Fin 3) (Fin 3) ℝ) :
    Vᵀ * quad D S1 * V = ((D.trace : ℝ) : ℂ) • (1 : Op1) + cx D ∧
      Vᵀ * quad D S2 * V = ((D.trace : ℝ) : ℂ) • (1 : Op1) + cx D := by
  -- contraction of a one-ion operator with two Levi-Civita symbols
  have k : ∀ M : Op1, Vᵀ * (M ⊗ₖ (1 : Op1)) * V = M.trace • (1 : Op1) - Mᵀ ∧
      Vᵀ * ((1 : Op1) ⊗ₖ M) * V = M.trace • (1 : Op1) - Mᵀ := by
    intro M
    constructor <;> ext k m <;> fin_cases k <;> fin_cases m <;>
      simp [V, eps, Matrix.mul_apply, Fintype.sum_prod_type, Fin.sum_univ_three,
        Matrix.one_apply, trace_fin_three] <;> ring
  have e1 : quad D S1 = quad D spin ⊗ₖ (1 : Op1) := by
    simp only [quad, S1, ← mul_kronecker_mul, Matrix.mul_one, Fin.sum_univ_three,
      add_kronecker, smul_kronecker]
  have e2 : quad D S2 = (1 : Op1) ⊗ₖ quad D spin := by
    simp only [quad, S2, ← mul_kronecker_mul, Matrix.mul_one, Fin.sum_univ_three,
      kronecker_add, kronecker_smul]
  have f : (quad D spin).trace • (1 : Op1) - (quad D spin)ᵀ
      = ((D.trace : ℝ) : ℂ) • (1 : Op1) + cx D := by
    rw [quad_spin]
    ext i j
    fin_cases i <;> fin_cases j <;> simp [cx, trace_fin_three] <;> ring
  exact ⟨by rw [e1, (k _).1, f], by rw [e2, (k _).2, f]⟩
```

## (g) Total spin between triplet states

Find $V^TQ(D,S)V$.

By (d), $Q(D,S)V=VQ(D,s)$, so (c) and (b) give $2(\operatorname{tr}D-D^T)$, normalised $\operatorname{tr}D-D^T$.

```lean
/-- Between the columns of `V`, the total-spin anisotropy operator has matrix `2 (tr D - Dᵀ)`. -/
theorem total_in_frame (D : Matrix (Fin 3) (Fin 3) ℝ) :
    Vᵀ * quad D Stot * V = (2 : ℂ) • (((D.trace : ℝ) : ℂ) • (1 : Op1) - (cx D)ᵀ) := by
  have h : quad D Stot * V = V * quad D spin := by
    simp only [quad, Matrix.sum_mul, Matrix.mul_sum, Matrix.smul_mul, Matrix.mul_smul,
      total_intertwine.2]
  rw [Matrix.mul_assoc, h, ← Matrix.mul_assoc, frame_relations.2.1, Matrix.smul_mul,
    Matrix.one_mul, quad_spin]
```

## (h) Two different tensors

For arbitrary real $D_1,D_2$, with $\Sigma=D_1+D_2$ and $\tau=\operatorname{tr}D_1+\operatorname{tr}D_2$, show

$$P[Q(D_1,S_1)+Q(D_2,S_2)]P=-\tfrac12PQ(\Sigma^T,S)P+\tau P.$$

By (c), $PXP=\tfrac14V(V^TXV)V^T$ (`comp`). The inner matrix is $\tau+\Sigma$ on the left by (f). On the right, (g) contributes $-\tfrac12\cdot2(\tau-\Sigma)$, and $\tau P=\tfrac14V(2\tau)V^T$ contributes $2\tau$; the sum is $\tau+\Sigma$. The tactic `module` does this last collection of terms.

```lean
/-- For arbitrary real tensors `D₁`, `D₂` on the two ions, the projected single-ion anisotropy
is `-1/2` of the projected total-spin operator of `(D₁ + D₂)ᵀ` plus `(tr D₁ + tr D₂) P`. -/
theorem projected_two_tensors (D₁ D₂ : Matrix (Fin 3) (Fin 3) ℝ) :
    P * (quad D₁ S1 + quad D₂ S2) * P
      = (-(1 / 2) : ℂ) • (P * quad (D₁ + D₂)ᵀ Stot * P)
        + (((D₁.trace : ℝ) : ℂ) + ((D₂.trace : ℝ) : ℂ)) • P := by
  have hP := frame_relations.1
  -- every projected operator is fixed by its 3×3 matrix in the frame `V`
  have comp : ∀ X : Op2, P * X * P = (1 / 4 : ℂ) • (V * (Vᵀ * X * V) * Vᵀ) := by
    intro X
    rw [hP]
    simp only [Matrix.smul_mul, Matrix.mul_smul, smul_smul, Matrix.mul_assoc]
    norm_num
  have hl : Vᵀ * (quad D₁ S1 + quad D₂ S2) * V = ((D₁.trace : ℝ) : ℂ) • (1 : Op1) + cx D₁
      + (((D₂.trace : ℝ) : ℂ) • (1 : Op1) + cx D₂) := by
    rw [Matrix.mul_add, Matrix.add_mul, (local_in_frame D₁).1, (local_in_frame D₂).2]
  have hc : (cx (D₁ + D₂)ᵀ)ᵀ = cx D₁ + cx D₂ := by
    ext i j
    simp [cx]
  have ht : ((((D₁ + D₂)ᵀ).trace : ℝ) : ℂ) = ((D₁.trace : ℝ) : ℂ) + ((D₂.trace : ℝ) : ℂ) := by
    rw [trace_transpose, trace_add, ofReal_add]
  rw [comp, comp, hl, total_in_frame, hc, ht, hP]
  simp only [Matrix.mul_add, Matrix.add_mul, Matrix.mul_sub, Matrix.sub_mul, Matrix.smul_mul,
    Matrix.mul_smul, Matrix.mul_one]
  module
```

## (i) Sign reversal

Deduce the opening identity for symmetric (`hs`), traceless (`ht`) $D$ on both ions.

With $D_1=D_2=D$, $\tau=0$ and $\Sigma^T=2D$, and $Q(2D,S)=2Q(D,S)$ (`hq`) turns $-\tfrac12$ into $-1$.

```lean
/-- Sign reversal: for a real symmetric traceless `D`,
`P (∑ D_ab (S1a S1b + S2a S2b)) P = -P (∑ D_ab S_a S_b) P`. -/
theorem anisotropy_sign_reversal (D : Matrix (Fin 3) (Fin 3) ℝ) (hs : D.IsSymm)
    (ht : D.trace = 0) :
    P * (quad D S1 + quad D S2) * P = -(P * quad D Stot * P) := by
  have hq : quad (D + D)ᵀ Stot = (2 : ℂ) • quad D Stot := by
    rw [transpose_add, hs.eq]
    simp only [quad, Fin.sum_univ_three, Matrix.add_apply, ofReal_add]
    module
  rw [projected_two_tensors, hq, ht]
  simp only [Matrix.mul_smul, Matrix.smul_mul, ofReal_zero]
  module
```

## (j) Both conditions are necessary

Show that the identity forces $D^T=D$ and $\operatorname{tr}D=0$.

Multiply by $V^T$ on the left and $V$ on the right; (c) removes the projectors (`s`). Parts (f) and (g) give $2(\operatorname{tr}D+D)=-2(\operatorname{tr}D-D^T)$, that is $D-D^T=-2\operatorname{tr}D$ (`m`). The $00$ entry reads $0=-2\operatorname{tr}D$, and then $D=D^T$. The reverse implication is (i).

```lean
/-- The sign-reversal identity holds for a real tensor `D` exactly when `D` is symmetric and
traceless. -/
theorem sign_reversal_iff (D : Matrix (Fin 3) (Fin 3) ℝ) :
    P * (quad D S1 + quad D S2) * P = -(P * quad D Stot * P) ↔ D.IsSymm ∧ D.trace = 0 := by
  refine ⟨fun h => ?_, fun h => anisotropy_sign_reversal D h.1 h.2⟩
  obtain ⟨-, -, hPV, hVP⟩ := frame_relations
  have s : ∀ X : Op2, Vᵀ * (P * X * P) * V = Vᵀ * X * V := by
    intro X
    calc Vᵀ * (P * X * P) * V = (Vᵀ * P) * X * (P * V) := by simp only [Matrix.mul_assoc]
      _ = Vᵀ * X * V := by rw [hVP, hPV]
  have h' := congrArg (fun X : Op2 => Vᵀ * X * V) h
  simp only [Matrix.mul_neg, Matrix.neg_mul, s] at h'
  rw [Matrix.mul_add, Matrix.add_mul, (local_in_frame D).1, (local_in_frame D).2,
    total_in_frame] at h'
  -- in the frame `V` the identity reads `D - Dᵀ = -2 tr D`
  have m : cx D - (cx D)ᵀ = (-2 * ((D.trace : ℝ) : ℂ)) • (1 : Op1) := by
    linear_combination (norm := module) (1 / 2 : ℂ) • h'
  have t0 : ((D.trace : ℝ) : ℂ) = 0 := by
    have e := congrFun (congrFun m 0) 0
    simp only [Matrix.sub_apply, Matrix.transpose_apply, Matrix.smul_apply, Matrix.one_apply_eq,
      smul_eq_mul] at e
    linear_combination (1 / 2 : ℂ) * e
  refine ⟨?_, by exact_mod_cast t0⟩
  rw [t0, mul_zero, zero_smul, sub_eq_zero] at m
  show Dᵀ = D
  ext i j
  simpa [cx] using (congrFun (congrFun m i) j).symm

end

end SpinOneDimerAnisotropy
```

```lean
#print axioms SpinOneDimerAnisotropy.antisym_is_triplet
-- 'SpinOneDimerAnisotropy.antisym_is_triplet' depends on axioms: [propext, Classical.choice, Quot.sound]
#print axioms SpinOneDimerAnisotropy.anisotropy_sign_reversal
-- 'SpinOneDimerAnisotropy.anisotropy_sign_reversal' depends on axioms: [propext, Classical.choice, Quot.sound]
#print axioms SpinOneDimerAnisotropy.sign_reversal_iff
-- 'SpinOneDimerAnisotropy.sign_reversal_iff' depends on axioms: [propext, Classical.choice, Quot.sound]
```

## An axial example and the triplet tensor in code

Take $D=\operatorname{diag}(-1,-1,2)$, so that $Q(D,s)=3s_2^2-2=\operatorname{diag}(1,1,-2)$: the state $|2\rangle$, annihilated by $s_2$, lies 3 below $|0\rangle$ and $|1\rangle$. In $|t_2\rangle$ the ions occupy $|0\rangle$ and $|1\rangle$, with energy $1+1=2$; in $|t_0\rangle$ and $|t_1\rangle$ one ion occupies $|2\rangle$, with energy $1-2=-1$. The triplet matrix $\operatorname{diag}(-1,-1,2)$ is minus the matrix $\operatorname{diag}(1,1,-2)$ of $Q(D,S)$, and $|t_2\rangle$ lies 3 above its partners.

A program can build $H=Q(D_1,S_1)+Q(D_2,S_2)$ from Kronecker products, form the $3\times3$ block $\tfrac12V^THV$, and match it to $\operatorname{tr}D_{\rm t}-D_{\rm t}^T$, with $D_{\rm t}$ the effective triplet tensor. For symmetric traceless input this gives $D_{\rm t}=-\tfrac12(D_1+D_2)$.

For a spin-1 dimer whose isotropic exchange far exceeds the anisotropy, first-order degenerate perturbation theory takes this block as the single-ion contribution to the zero-field splitting of the triplet. That reading goes beyond the theorems, which are exact statements about the projected block for two spins 1 and contain no exchange term, no dipolar or anisotropic coupling between the ions, and no mixing with total spin 0 or 2.
